# The discrete screened Poisson equation has exactly one solution for every charge when κ ≠ 0

On a finite set of sites, the theorem says that the screened Poisson equation (A + κ²)φ = ρ has exactly one real potential φ for each real charge ρ, provided the real number κ is not zero. The matrix A, which stands for the discrete Poisson operator, is assumed real, symmetric and positive semidefinite, with the constant potentials as its kernel. The attempt writes A + κ² as a linear map `B` and shows that it is injective: if `B x = 0`, pairing with x gives x·Ax + κ² x·x = 0, and since neither term is negative, x must be zero. An injective linear map from a finite-dimensional space to itself is also surjective, so `B` is bijective, and the last line tries to read the theorem off from that.

In Lean, a first try:

```lean
import Mathlib

open Matrix Filter Topology

namespace ScreenedExistsUnique

noncomputable section

variable {n : Type*} [Fintype n]

/-- The conditions placed on the discrete Poisson operator: a real symmetric positive semidefinite
matrix whose kernel consists exactly of the constant potentials. -/
structure PoissonMatrix (A : Matrix n n ℝ) : Prop where
  symm : Aᵀ = A
  nonneg : ∀ x : n → ℝ, 0 ≤ x ⬝ᵥ A *ᵥ x
  ker : ∀ x : n → ℝ, A *ᵥ x = 0 ↔ ∃ c : ℝ, ∀ i, x i = c

/-- The potential `φ` solves the screened Poisson equation `(A + κ²) φ = ρ`. -/
def Screened (A : Matrix n n ℝ) (κ : ℝ) (ρ φ : n → ℝ) : Prop :=
  A *ᵥ φ + κ ^ 2 • φ = ρ

/-- For a `PoissonMatrix` and `κ ≠ 0`, the screened equation has exactly one solution for every
charge. -/
theorem screened_existsUnique {A : Matrix n n ℝ} (hA : PoissonMatrix A) {κ : ℝ}
    (hκ : κ ≠ 0) (ρ : n → ℝ) : ∃! φ, Screened A κ ρ φ := by
  have hk : 0 < κ ^ 2 := by positivity
  obtain ⟨B, hB⟩ : ∃ B : (n → ℝ) →ₗ[ℝ] (n → ℝ), ∀ x, B x = A *ᵥ x + κ ^ 2 • x :=
    ⟨A.mulVecLin + κ ^ 2 • LinearMap.id, fun x => by simp⟩
  have inj : Function.Injective B := by
    rw [injective_iff_map_eq_zero]
    intro x hx
    have h : x ⬝ᵥ (A *ᵥ x + κ ^ 2 • x) = 0 := by rw [← hB, hx, dotProduct_zero]
    rw [dotProduct_add, dotProduct_smul, smul_eq_mul] at h
    have hx0 : 0 ≤ x ⬝ᵥ x := Finset.sum_nonneg fun i _ => mul_self_nonneg (x i)
    have h2 : κ ^ 2 * (x ⬝ᵥ x) = 0 :=
      le_antisymm (by linarith [hA.nonneg x]) (mul_nonneg hk.le hx0)
    exact dotProduct_self_eq_zero.1 ((mul_eq_zero.1 h2).resolve_left hk.ne')
  have bij : Function.Bijective B := ⟨inj, LinearMap.injective_iff_surjective.1 inj⟩
  simpa only [hB] using bij.existsUnique ρ

end

end ScreenedExistsUnique
```

Compiling this gives:

```
Main.lean:39:2: error: Type mismatch: After simplification, term
  Function.Bijective.existsUnique bij ρ
 has type
  @ExistsUnique (n → ℝ) fun a => A *ᵥ a + κ ^ 2 • a = ρ
but is expected to have type
  @ExistsUnique (n → ℝ) fun φ => Screened A κ ρ φ
```

The error is in the last line only. There `bij.existsUnique ρ` says that exactly one `a` satisfies `B a = ρ`, and `simpa only [hB]` rewrites `B a` as `A *ᵥ a + κ ^ 2 • a`. The goal, however, is stated with `Screened A κ ρ φ`. `Screened` is an ordinary definition, and `simp only` does not unfold it unless told to, so the goal keeps the name while the supplied term shows the equation written out.

The two statements mean the same thing by definition, but the comparison that `simpa` makes at the end does not unfold ordinary definitions such as `Screened` to find this out. Lean therefore reports a type mismatch.

Adding `Screened` to the list makes the simplifier replace it in the goal by the equation it stands for. Both sides then have the same form, and the term is accepted.

The change, after which it compiles:

```diff
@@ -37,5 +37,5 @@
     exact dotProduct_self_eq_zero.1 ((mul_eq_zero.1 h2).resolve_left hk.ne')
   have bij : Function.Bijective B := ⟨inj, LinearMap.injective_iff_surjective.1 inj⟩
-  simpa only [hB] using bij.existsUnique ρ
+  simpa only [hB, Screened] using bij.existsUnique ρ
 
 end
```
